# The resolvent bound ‖G(z)v‖ ≤ ‖v‖/Im z for absorptive matrices

A Hamiltonian with an absorbing potential can be described by its parts, as H = H₀ − iW, or by its expectation values. We take the second description: a complex square matrix H is called absorptive if

Im⟨v,Hv⟩ ≤ 0 for every vector v.

Here ⟨u,v⟩ = Σⱼ ūⱼvⱼ, and ‖v‖ = √⟨v,v⟩ is the Euclidean norm. The condition says that probability may be lost but not gained: under i dψ/dt = Hψ, with ħ = 1, the squared norm changes at the rate 2 Im⟨ψ,Hψ⟩. It covers Hermitian matrices as the case without loss.

For such an H and any complex energy z with Im z > 0, the matrix z − H is invertible, and the Green's matrix G(z) = (z − H)⁻¹ satisfies

‖G(z)v‖ ≤ ‖v‖/Im z for every v.

Conversely, if both statements hold at every z in the upper half-plane, H is absorptive. In electronic structure and quantum transport, this controls the response of a finite one-particle model with a fixed matrix H when an absorbing potential is added.

## From loss of probability to a bounded response

First, H₀ − iW is absorptive when H₀ is Hermitian and W is positive semidefinite. The number ⟨v,H₀v⟩ equals its own conjugate, so it is real, while ⟨v,Wv⟩ is real and non-negative. Hence

Im⟨v,(H₀ − iW)v⟩ = −⟨v,Wv⟩ ≤ 0.

Now let H be any absorptive matrix and Im z > 0. Since ⟨v,zv⟩ = z‖v‖²,

Im⟨v,(z − H)v⟩ = Im z ‖v‖² − Im⟨v,Hv⟩ ≥ Im z ‖v‖².

The imaginary part of a number is at most its modulus, so the Cauchy–Schwarz inequality gives

Im z ‖v‖² ≤ ‖v‖ ‖(z − H)v‖.

For v ≠ 0 we divide by ‖v‖; for v = 0 the result is trivial. In both cases

Im z ‖v‖ ≤ ‖(z − H)v‖.

If (z − H)v = 0, this forces v = 0. A square matrix with trivial kernel is invertible, so G = G(z) exists. Putting Gv in place of v turns the right side into ‖v‖, and division by Im z gives the bound.

The same identity yields a statement about spectra. With u = Gv we have v = (z − H)u, so ⟨v,Gv⟩ = ⟨(z − H)u,u⟩ is the conjugate of ⟨u,(z − H)u⟩. Therefore

−Im⟨v,Gv⟩ = Im z ‖u‖² − Im⟨u,Hu⟩ ≥ Im z ‖Gv‖².

For Hermitian H and normalised v, the left side divided by π is the density of states projected on v, with Lorentzian broadening Im z.

For the converse, take z = iy with y > 0 and apply the assumed bound to the vector (iy − H)v. It gives y‖v‖ ≤ ‖(iy − H)v‖. Squaring and expanding,

y²‖v‖² ≤ y²‖v‖² − 2 Re⟨iyv,Hv⟩ + ‖Hv‖².

Since ⟨iyv,Hv⟩ = −iy⟨v,Hv⟩ has real part y Im⟨v,Hv⟩,

2y Im⟨v,Hv⟩ ≤ ‖Hv‖² for all y > 0.

Suppose a = Im⟨v,Hv⟩ were positive. The choice y = (‖Hv‖² + 1)/(2a) would give ‖Hv‖² + 1 ≤ ‖Hv‖², a contradiction.

Finally, let H be absorptive and Hv = Ev with E real and v ≠ 0, and set z = E + iη with η > 0. Then (z − H)v = iηv, so Gv = v/(iη) and ‖Gv‖ = ‖v‖/η. The bound is attained on such an eigenvector.

## Two matrices with gain

The 1×1 matrix H = i amplifies instead of absorbing. At z = i the matrix z − H is zero and has no inverse; at z = 2i the inverse exists, but it has modulus 1, above the bound 1/2.

Eigenvalues alone can fail to reveal gain. Let H be the 2×2 matrix with the single non-zero entry H₁₂ = 1. Both eigenvalues are zero, yet v = (1, i)/√2 has Im⟨v,Hv⟩ = 1/2. At z = iy, with e₂ = (0, 1),

‖G(iy)e₂‖ = √(1/y² + 1/y⁴) > 1/y.

The condition Im z > 0 matters as well: for H = 0 and z = 0, z − H is singular.

## From a residual to an error estimate

A Green's function code can solve (z − H)x = b without forming G. If an iterative solver returns x′, its residual is r = b − (z − H)x′, and the error is x − x′ = Gr. For absorptive H and Im z > 0,

‖x − x′‖ ≤ ‖r‖/Im z.

With Im z = 0.01 and ‖r‖ = 10⁻⁸ in consistent units, the error is at most 10⁻⁶. If the broadening is reduced tenfold, this estimate gives the same error bound when the residual is ten times smaller as well; the actual error may be well below the bound.

## States, expectation values and the Green's matrix in Lean

The type `n` labels a finite orthonormal basis, and a state is a function `n → ℂ`. Infinite-dimensional Hamiltonians and overlap matrices other than the identity are not covered.

```lean
import Mathlib

open Matrix
open scoped ComplexOrder

namespace AbsorbingResolvent

noncomputable section

variable {n : Type*} [Fintype n]
```

The expectation value is written with `star v` on the left, so it is conjugate-linear in the first vector. The state is not normalised; for v ≠ 0 the physical expectation value is this number divided by ‖v‖², which has the same sign of imaginary part.

```lean
/-- The expectation value `⟨v, A v⟩` of a matrix `A` in the (unnormalised) state `v`. -/
def expectation (A : Matrix n n ℂ) (v : n → ℂ) : ℂ := star v ⬝ᵥ (A *ᵥ v)
```

Mathlib's default norm on functions `n → ℂ` is the maximum norm. The map `WithLp.toLp 2` places the vector in Euclidean space, where the norm is the one used above.

```lean
/-- The Euclidean norm of a state vector. -/
def vnorm (v : n → ℂ) : ℝ := ‖WithLp.toLp 2 v‖
```

Absorption is then a condition on all vectors.

```lean
/-- A Hamiltonian is absorptive if its expectation values have no positive imaginary part. -/
def Absorptive (H : Matrix n n ℂ) : Prop := ∀ v, (expectation H v).im ≤ 0
```

The Green's matrix uses Mathlib's matrix inverse, which is defined even for singular matrices. For this reason the main theorem states invertibility separately, as `IsUnit`.

```lean
/-- The Green's matrix `G(z) = (z - H)⁻¹`, meaningful where `z - H` is invertible. -/
def green [DecidableEq n] (H : Matrix n n ℂ) (z : ℂ) : Matrix n n ℂ :=
  (z • (1 : Matrix n n ℂ) - H)⁻¹
```

The next lemma identifies the expectation value with the Euclidean inner product and so makes Cauchy–Schwarz available.

```lean
/-- The expectation value is the Euclidean inner product of `v` with `A v`. -/
theorem expectation_eq_inner (A : Matrix n n ℂ) (v : n → ℂ) :
    expectation A v = inner ℂ (WithLp.toLp 2 v) (WithLp.toLp 2 (A *ᵥ v)) := by
  rw [EuclideanSpace.inner_toLp_toLp, dotProduct_comm]
  rfl
```

## Absorbing potentials satisfy the condition

The hypotheses `hH` and `hW` say that H₀ is Hermitian and W positive semidefinite. In the proof, `hreal` shows that ⟨v,H₀v⟩ is its own conjugate, `him` turns this into a statement about its imaginary part, and `hre` supplies the non-negative real part of ⟨v,Wv⟩. The final `linarith` combines them.

```lean
/-- A Hermitian Hamiltonian `H₀` with an absorbing potential `-i W`, `W` positive semidefinite,
is absorptive. -/
theorem absorptive_of_absorbing_potential {H₀ W : Matrix n n ℂ}
    (hH : H₀.IsHermitian) (hW : W.PosSemidef) : Absorptive (H₀ - Complex.I • W) := by
  intro v
  -- the Hermitian part has real expectation values
  have hreal : star (star v ⬝ᵥ (H₀ *ᵥ v)) = star v ⬝ᵥ (H₀ *ᵥ v) := by
    have h : star (H₀ *ᵥ v) ⬝ᵥ v = star (star v ⬝ᵥ (H₀ *ᵥ v)) :=
      Matrix.star_dotProduct _ _
    rw [← h, Matrix.star_mulVec, hH.eq, Matrix.dotProduct_mulVec]
  have him : -(star v ⬝ᵥ (H₀ *ᵥ v)).im = (star v ⬝ᵥ (H₀ *ᵥ v)).im :=
    congrArg Complex.im hreal
  have hre : 0 ≤ (star v ⬝ᵥ (W *ᵥ v)).re :=
    (Complex.le_def.mp (hW.dotProduct_mulVec_nonneg v)).1
  unfold expectation
  rw [Matrix.sub_mulVec, Matrix.smul_mulVec, dotProduct_sub, dotProduct_smul, smul_eq_mul,
    Complex.sub_im, Complex.I_mul_im]
  linarith
```

## The lower bound on z − H

The matrix `z • 1 - H` represents z − H. Its action on a vector is first written as a difference in Euclidean space.

```lean
variable [DecidableEq n]

/-- The vector `(z - H) v` is `z v - H v` in Euclidean space. -/
theorem toLp_sub_mulVec (H : Matrix n n ℂ) (z : ℂ) (v : n → ℂ) :
    WithLp.toLp 2 ((z • (1 : Matrix n n ℂ) - H) *ᵥ v)
      = z • WithLp.toLp 2 v - WithLp.toLp 2 (H *ᵥ v) := by
  rw [Matrix.sub_mulVec, Matrix.smul_mulVec, Matrix.one_mulVec]
  rfl
```

The identity for Im⟨v,(z − H)v⟩ follows by linearity. The auxiliary statement `hself` says that ⟨v,v⟩ is the real number ‖v‖², so that only Im z survives in the first term.

```lean
/-- The imaginary part of `⟨v, (z - H) v⟩` is `Im z ‖v‖² - Im ⟨v, H v⟩`. -/
theorem im_expectation_sub (H : Matrix n n ℂ) (z : ℂ) (v : n → ℂ) :
    (expectation (z • (1 : Matrix n n ℂ) - H) v).im
      = z.im * vnorm v ^ 2 - (expectation H v).im := by
  have hself : inner ℂ (WithLp.toLp 2 v) (WithLp.toLp 2 v) = ((vnorm v ^ 2 : ℝ) : ℂ) := by
    rw [inner_self_eq_norm_sq_to_K]
    exact (Complex.ofReal_pow _ _).symm
  rw [expectation_eq_inner, expectation_eq_inner, toLp_sub_mulVec, inner_sub_right,
    inner_smul_right, hself, Complex.sub_im, Complex.im_mul_ofReal]
```

In the following proof `h1` is this identity, `h2` is Cauchy–Schwarz together with Im w ≤ |w|, and `h3` is absorption. The case split separates ‖v‖ = 0 from ‖v‖ > 0, where the common factor is cancelled. The inequality holds for every z, although it is informative only when Im z > 0.

```lean
/-- For an absorptive Hamiltonian, `Im z ‖v‖ ≤ ‖(z - H) v‖` for every `z` and `v`. -/
theorem im_mul_vnorm_le {H : Matrix n n ℂ} (hH : Absorptive H) (z : ℂ) (v : n → ℂ) :
    z.im * vnorm v ≤ vnorm ((z • (1 : Matrix n n ℂ) - H) *ᵥ v) := by
  have h1 := im_expectation_sub H z v
  -- Cauchy-Schwarz
  have h2 : (expectation (z • (1 : Matrix n n ℂ) - H) v).im
      ≤ vnorm v * vnorm ((z • (1 : Matrix n n ℂ) - H) *ᵥ v) := by
    rw [expectation_eq_inner]
    exact (le_abs_self _).trans ((Complex.abs_im_le_norm _).trans (norm_inner_le_norm _ _))
  have h3 := hH v
  have hv : 0 ≤ vnorm v := norm_nonneg _
  rcases hv.eq_or_lt with h0 | hpos
  · rw [← h0, mul_zero]
    exact norm_nonneg _
  · refine le_of_mul_le_mul_left ?_ hpos
    nlinarith
```

## Invertibility and the resolvent bound

If the determinant of z − H vanished, there would be a non-zero null vector, and the lower bound would give Im z ‖v‖ ≤ 0. This contradiction proves `hdet`. The second half applies the lower bound to `green H z *ᵥ v` and simplifies (z − H)Gv to v.

```lean
/-- For an absorptive Hamiltonian and `Im z > 0`, the matrix `z - H` is invertible and the
Green's matrix obeys `‖G(z) v‖ ≤ ‖v‖ / Im z` for every `v`. -/
theorem resolvent_bound {H : Matrix n n ℂ} (hH : Absorptive H) {z : ℂ} (hz : 0 < z.im) :
    IsUnit (z • (1 : Matrix n n ℂ) - H) ∧
      ∀ v, vnorm (green H z *ᵥ v) ≤ vnorm v / z.im := by
  have hdet : IsUnit (z • (1 : Matrix n n ℂ) - H).det := by
    rw [isUnit_iff_ne_zero]
    intro hd
    -- a null vector would violate the lower bound
    obtain ⟨v, hv, h0⟩ := Matrix.exists_mulVec_eq_zero_iff.mpr hd
    have h := im_mul_vnorm_le hH z v
    have hzero : vnorm (0 : n → ℂ) = 0 := by simp [vnorm]
    have hpos : 0 < vnorm v := by simpa [vnorm] using hv
    rw [h0, hzero] at h
    linarith [mul_pos hz hpos]
  refine ⟨(Matrix.isUnit_iff_isUnit_det _).mpr hdet, fun v => ?_⟩
  have h := im_mul_vnorm_le hH z (green H z *ᵥ v)
  rw [green, Matrix.mulVec_mulVec, Matrix.mul_nonsing_inv _ hdet, Matrix.one_mulVec] at h
  rw [le_div_iff₀ hz, mul_comm]
  exact h
```

The theorem concerns one matrix at one z. It can therefore be applied to H + Σ(z), with an energy-dependent self-energy Σ, at each z with Im z > 0 where that sum is absorptive.

## The sign of the spectral function

Here `hu` is the relation (z − H)Gv = v, and `hst` expresses ⟨v,Gv⟩ as a conjugate. Taking imaginary parts produces the minus sign in `him`; the identity for z − H and absorption at the vector Gv finish the proof.

```lean
/-- For an absorptive Hamiltonian and `Im z > 0`, the Green's matrix satisfies
`Im z ‖G v‖² ≤ -Im ⟨v, G v⟩`. -/
theorem green_spectral_positivity {H : Matrix n n ℂ} (hH : Absorptive H) {z : ℂ}
    (hz : 0 < z.im) (v : n → ℂ) :
    z.im * vnorm (green H z *ᵥ v) ^ 2 ≤ -(expectation (green H z) v).im := by
  have hdet := (Matrix.isUnit_iff_isUnit_det _).mp (resolvent_bound hH hz).1
  have hu : (z • (1 : Matrix n n ℂ) - H) *ᵥ (green H z *ᵥ v) = v := by
    rw [green, Matrix.mulVec_mulVec, Matrix.mul_nonsing_inv _ hdet, Matrix.one_mulVec]
  -- ⟨v, G v⟩ is the conjugate of ⟨G v, (z - H) G v⟩
  have hst : expectation (green H z) v
      = star (expectation (z • (1 : Matrix n n ℂ) - H) (green H z *ᵥ v)) := by
    unfold expectation
    rw [hu]
    exact Matrix.star_dotProduct _ _
  have him : (expectation (green H z) v).im
      = -(expectation (z • (1 : Matrix n n ℂ) - H) (green H z *ᵥ v)).im :=
    congrArg Complex.im hst
  rw [him, im_expectation_sub]
  linarith [hH (green H z *ᵥ v)]
```

## Absorption recovered from the bound

The forward direction is the theorem already proved. For the converse, `key` is the inequality 2y Im⟨v,Hv⟩ ≤ ‖Hv‖²: `hl` is the assumed bound applied to (iy − H)v, `hexp` is the expanded square, and `hsq` is the squared bound. The last lines insert the value of y chosen above and reach the contradiction. In this equivalence H is the same matrix at every z.

```lean
/-- A Hamiltonian is absorptive exactly when, at every `z` in the upper half-plane, `z - H` is
invertible and `‖G(z) v‖ ≤ ‖v‖ / Im z` for all `v`. -/
theorem absorptive_iff_resolvent_bound (H : Matrix n n ℂ) :
    Absorptive H ↔ ∀ z : ℂ, 0 < z.im → IsUnit (z • (1 : Matrix n n ℂ) - H) ∧
      ∀ v, vnorm (green H z *ᵥ v) ≤ vnorm v / z.im := by
  refine ⟨fun hH z hz => resolvent_bound hH hz, fun h v => ?_⟩
  -- the bound at z = i y limits the gain by ‖H v‖² / (2 y)
  have key : ∀ y : ℝ, 0 < y → 2 * (y * (expectation H v).im) ≤ vnorm (H *ᵥ v) ^ 2 := by
    intro y hy
    have him : ((y : ℂ) * Complex.I).im = y := by simp
    obtain ⟨hu, hb⟩ := h ((y : ℂ) * Complex.I) (by rw [him]; exact hy)
    have hdet := (Matrix.isUnit_iff_isUnit_det _).mp hu
    have hl := hb ((((y : ℂ) * Complex.I) • (1 : Matrix n n ℂ) - H) *ᵥ v)
    rw [green, Matrix.mulVec_mulVec, Matrix.nonsing_inv_mul _ hdet, Matrix.one_mulVec, him,
      le_div_iff₀ hy] at hl
    have hn : ‖(y : ℂ) * Complex.I‖ = y := by simp [abs_of_pos hy]
    have hr : RCLike.re (starRingEnd ℂ ((y : ℂ) * Complex.I) * expectation H v)
        = y * (expectation H v).im := by simp
    have hexp : vnorm ((((y : ℂ) * Complex.I) • (1 : Matrix n n ℂ) - H) *ᵥ v) ^ 2
        = (y * vnorm v) ^ 2 - 2 * (y * (expectation H v).im) + vnorm (H *ᵥ v) ^ 2 := by
      unfold vnorm
      rw [toLp_sub_mulVec, norm_sub_sq (𝕜 := ℂ), inner_smul_left, ← expectation_eq_inner,
        norm_smul, hn, hr]
    have hv : 0 ≤ vnorm v := norm_nonneg _
    have hsq := pow_le_pow_left₀ (mul_nonneg hv hy.le) hl 2
    rw [hexp] at hsq
    linarith [mul_comm y (vnorm v), congrArg (· ^ 2) (mul_comm y (vnorm v))]
  -- a positive imaginary part is excluded by taking y large
  by_contra hneg
  have he : 0 < (expectation H v).im := lt_of_not_ge hneg
  have hk := key ((vnorm (H *ᵥ v) ^ 2 + 1) / (2 * (expectation H v).im)) (by positivity)
  have hc : 2 * ((vnorm (H *ᵥ v) ^ 2 + 1) / (2 * (expectation H v).im)
      * (expectation H v).im) = vnorm (H *ᵥ v) ^ 2 + 1 := by
    field_simp
  linarith
```

## Equality for a real eigenvalue

The hypothesis `hv` is the eigenvalue equation with real `E`; the zero vector is allowed and gives 0 = 0. The step `hM` computes (z − H)v = iηv, and `hg` applies G to obtain iηGv = v. Taking norms and dividing by η gives the equality. Absorption enters only to ensure that z − H is invertible.

```lean
/-- For an absorptive Hamiltonian, if `H v = E v` with real energy `E`, then at `z = E + i η` with
`η > 0` one has `‖G(z) v‖ = ‖v‖ / η`. -/
theorem resolvent_bound_sharp {H : Matrix n n ℂ} (hH : Absorptive H) {E η : ℝ} (hη : 0 < η)
    {v : n → ℂ} (hv : H *ᵥ v = (E : ℂ) • v) :
    vnorm (green H ((E : ℂ) + (η : ℂ) * Complex.I) *ᵥ v) = vnorm v / η := by
  have hz : 0 < ((E : ℂ) + (η : ℂ) * Complex.I).im := by simpa using hη
  have hdet := (Matrix.isUnit_iff_isUnit_det _).mp (resolvent_bound hH hz).1
  have hM : (((E : ℂ) + (η : ℂ) * Complex.I) • (1 : Matrix n n ℂ) - H) *ᵥ v
      = ((η : ℂ) * Complex.I) • v := by
    rw [Matrix.sub_mulVec, Matrix.smul_mulVec, Matrix.one_mulVec, hv]
    module
  have hg : ((η : ℂ) * Complex.I) • (green H ((E : ℂ) + (η : ℂ) * Complex.I) *ᵥ v) = v := by
    rw [← Matrix.mulVec_smul, ← hM, green, Matrix.mulVec_mulVec,
      Matrix.nonsing_inv_mul _ hdet, Matrix.one_mulVec]
  have hn : ‖(η : ℂ) * Complex.I‖ = η := by simp [abs_of_pos hη]
  have hnorm := congrArg vnorm hg
  unfold vnorm at hnorm ⊢
  rw [WithLp.toLp_smul, norm_smul, hn] at hnorm
  rw [eq_div_iff hη.ne', mul_comm]
  exact hnorm

end

end AbsorbingResolvent
```

```lean
#print axioms AbsorbingResolvent.absorptive_of_absorbing_potential
-- 'AbsorbingResolvent.absorptive_of_absorbing_potential' depends on axioms: [propext, Classical.choice, Quot.sound]
#print axioms AbsorbingResolvent.green_spectral_positivity
-- 'AbsorbingResolvent.green_spectral_positivity' depends on axioms: [propext, Classical.choice, Quot.sound]
#print axioms AbsorbingResolvent.absorptive_iff_resolvent_bound
-- 'AbsorbingResolvent.absorptive_iff_resolvent_bound' depends on axioms: [propext, Classical.choice, Quot.sound]
#print axioms AbsorbingResolvent.resolvent_bound_sharp
-- 'AbsorbingResolvent.resolvent_bound_sharp' depends on axioms: [propext, Classical.choice, Quot.sound]
```
